# Exchange tails in a half-filled metallic chain: inverse-square for Coulomb, faster than any exponential with erfc screening

In a metal at zero temperature the density matrix decays slowly with distance, so a real-space cutoff on exact exchange with the bare Coulomb interaction discards a slowly vanishing remainder. Take a non-interacting tight-binding chain with one orbital per site, a negative hopping amplitude between nearest neighbours only, unit spacing and half filling. Filling the states $|k|<\pi/2$ gives, per spin,

$$P_d=\frac1{2\pi}\int_{-\pi/2}^{\pi/2}e^{ikd}\,dk=\frac{\sin(\pi d/2)}{\pi d},\qquad d\ge1.$$

How much exchange lies beyond a cutoff $R$, and how does screening the interaction change that?

```lean
import Mathlib

open Filter Topology MeasureTheory
open scoped Real

namespace RangeSeparatedExchange

noncomputable section
```

The file starts from the closed form of $P_d$; the band filling above is its physical origin.

```lean
/-- Density matrix of the half-filled metallic chain between sites at distance `d ≥ 1`. -/
def P (d : ℕ) : ℝ := Real.sin (π * d / 2) / (π * d)
```

Screening uses $\operatorname{erfc}x=\frac{2}{\sqrt\pi}\int_x^\infty e^{-t^2}dt$.

```lean
/-- The complementary error function, defined by its Gaussian integral. -/
def erfc (x : ℝ) : ℝ := 2 / √π * ∫ t in Set.Ioi x, Real.exp (-t ^ 2)
```

The bare interaction, in units where its prefactor is 1, is $1/r$.

```lean
/-- The Coulomb interaction at distance `r ≠ 0`. -/
def coulomb (r : ℝ) : ℝ := 1 / r
```

The range parameter $w$, an inverse length, splits it into a short-range part $\operatorname{erfc}(wr)/r$

```lean
/-- The screened (short-range) interaction with range parameter `w`, at `r ≠ 0`. -/
def shortRange (w r : ℝ) : ℝ := erfc (w * r) / r
```

and a long-range remainder.

```lean
/-- The complementary long-range interaction, at `r ≠ 0`. -/
def longRange (w r : ℝ) : ℝ := (1 - erfc (w * r)) / r
```

With an interaction $v$ acting between point-like sites, the exchange energy per site and spin is $-\sum_{d\ge1}P_d^2v(d)$, apart from the on-site term. Each distance contributes in magnitude

```lean
/-- Minus the exchange energy, per spin, of a pair of sites at distance `d ≥ 1` for the interaction
`v`. -/
def pairTerm (v : ℝ → ℝ) (d : ℕ) : ℝ := P d ^ 2 * v d
```

and a cutoff at $R$ neglects the sum over $d=R+1,R+2,\dots$. Write $T(R)$, $S_w(R)$ and $L_w(R)$ for this tail with the Coulomb, short-range and long-range interactions.

```lean
/-- Exchange neglected by truncation at `R`: the sum of `P_d ^ 2 * v d` over integers `d > R`. -/
def tail (v : ℝ → ℝ) (R : ℕ) : ℝ := ∑' k : ℕ, pairTerm v (k + (R + 1))
```

## The Coulomb tail

At $d=2m$ the sine is $\sin m\pi=0$. At $d=2m+1$ it is $\cos m\pi=\pm1$, so $P_d^2=1/(\pi d)^2$.

```lean
/-- The density matrix vanishes at positive even distances, and its square is `1 / (π d) ^ 2` at odd
distances `d`. (At distance `0`, `P 0 = 0` is only Lean's `0 / 0 = 0`; the physical on-site value is
`1 / 2`.) -/
theorem P_values (m : ℕ) :
    P (2 * m) = 0 ∧ P (2 * m + 1) ^ 2 = 1 / (π * ((2 * m + 1 : ℕ) : ℝ)) ^ 2 := by
  have h0 : π * ((2 * m : ℕ) : ℝ) / 2 = m * π := by push_cast; ring
  have h1 : π * ((2 * m + 1 : ℕ) : ℝ) / 2 = m * π + π / 2 := by push_cast; ring
  have hc : Real.cos (m * π) ^ 2 = 1 := by
    have h := Real.sin_sq_add_cos_sq (m * π)
    rw [Real.sin_nat_mul_pi] at h
    linarith
  constructor
  · rw [P, h0, Real.sin_nat_mul_pi, zero_div]
  · rw [P, h1, Real.sin_add_pi_div_two, div_pow, hc]
```

For $d\ge1$, $|\sin|\le1$ and $\pi d\ge d$ give $P_d^2/d\le1/d^2$, so the series converges. This needs proof because Lean assigns the value 0 to a divergent `∑'`.

```lean
/-- The Coulomb exchange series of the metallic chain converges. -/
theorem summable_coulomb : Summable (pairTerm coulomb) := by
  refine Summable.of_nonneg_of_le (fun d => ?_) (fun d => ?_)
    (Real.summable_one_div_nat_pow.2 one_lt_two)
  · unfold pairTerm coulomb
    positivity
  · rcases Nat.eq_zero_or_pos d with rfl | hd
    · simp [pairTerm, P]
    have hd1 : (1 : ℝ) ≤ d := by exact_mod_cast hd
    have hd0 : (0 : ℝ) < d := by linarith
    have hpi : (d : ℝ) ≤ π * d := by nlinarith [Real.pi_gt_three]
    have hP : P d ^ 2 ≤ 1 / (d : ℝ) ^ 2 := by
      rw [P, div_pow, div_le_div_iff₀ (by positivity) (by positivity)]
      exact mul_le_mul (Real.sin_sq_le_one _) (pow_le_pow_left₀ hd0.le hpi 2)
        (sq_nonneg _) zero_le_one
    exact (mul_le_of_le_one_right (sq_nonneg _) ((div_le_one hd0).2 hd1)).trans hP
```

Only odd sites contribute. Hence $T(2m+1)=T(2m+2)$, and

$$4\pi^2T(2m)=\frac4{(2m+1)^3}+4\pi^2T(2m+2).$$

```lean
/-- Moving the cutoff past an even site changes nothing; moving it from `2m` to `2m + 2`
removes the contribution of the odd site `2m + 1`. -/
theorem tail_step (m : ℕ) :
    tail coulomb (2 * m + 1) = tail coulomb (2 * (m + 1)) ∧
    4 * π ^ 2 * tail coulomb (2 * m) =
      4 / (2 * (m : ℝ) + 1) ^ 3 + 4 * π ^ 2 * tail coulomb (2 * (m + 1)) := by
  have succ (R : ℕ) : tail coulomb R = pairTerm coulomb (R + 1) + tail coulomb (R + 1) := by
    have h := ((summable_nat_add_iff (R + 1)).2 summable_coulomb).tsum_eq_zero_add
    rw [tail, tail, h, zero_add]
    congr 1
    exact tsum_congr fun k => congrArg (pairTerm coulomb) (by omega)
  have h1 : tail coulomb (2 * m + 1) = tail coulomb (2 * (m + 1)) := by
    rw [succ (2 * m + 1), show 2 * m + 1 + 1 = 2 * (m + 1) by ring, pairTerm,
      (P_values (m + 1)).1]
    ring
  refine ⟨h1, ?_⟩
  have hx : 2 * (m : ℝ) + 1 ≠ 0 := by positivity
  have e : 4 * π ^ 2 * (1 / (π * (2 * (m : ℝ) + 1)) ^ 2 * (1 / (2 * (m : ℝ) + 1)))
      = 4 / (2 * (m : ℝ) + 1) ^ 3 := by
    field_simp
  rw [succ (2 * m), h1, pairTerm, (P_values m).2, coulomb]
  push_cast
  linear_combination e
```

Now compare the cubic term with telescoping differences. Setting $x=2m+1$,

$$\frac1{(x-1)^2+1}-\frac1{(x+1)^2+1}=\frac{4x}{x^4+4}\le\frac4{x^3},$$

and, for $x>1$,

$$\frac4{x^3}\le\frac{4x}{(x^2-1)^2}=\frac1{(x-1)^2}-\frac1{(x+1)^2}.$$

Summing over the remaining odd sites gives $1/(R^2+1)\le4\pi^2T(R)\le1/R^2$ for even $R\ge2$. For odd $R$, use $T(R)=T(R+1)$. Both cases imply, for every $R\ge1$,

$$\frac1{(R+1)^2+1}\le4\pi^2T(R)\le\frac1{R^2}.$$

Lean replaces the infinite telescoping sum by `Antitone.le_of_tendsto`: a non-increasing sequence stays above its limit. For the lower bound the sequence is $4\pi^2T(2m)-1/((2m)^2+1)$. The first inequality shows that it does not increase from $m$ to $m+1$, which `antitone_nat_of_succ_le` extends to all pairs of indices. Its limit is 0, so every term is nonnegative. The upper bound `up` applies the same device to the opposite difference, with even cutoffs written as $2(m+1)$.

```lean
/-- Two-sided bound on the Coulomb exchange neglected beyond a cutoff `R ≥ 1`. -/
theorem coulomb_tail_bounds {R : ℕ} (hR : 1 ≤ R) :
    1 / (((R : ℝ) + 1) ^ 2 + 1) ≤ 4 * π ^ 2 * tail coulomb R ∧
    4 * π ^ 2 * tail coulomb R ≤ 1 / (R : ℝ) ^ 2 := by
  have hT : Tendsto (fun m : ℕ => 4 * π ^ 2 * tail coulomb (2 * m)) atTop (𝓝 0) := by
    have h0 : Tendsto (tail coulomb) atTop (𝓝 0) :=
      (tendsto_sum_nat_add (pairTerm coulomb)).comp (tendsto_add_atTop_nat 1)
    have h2 : Tendsto (fun m : ℕ => 2 * m) atTop atTop :=
      tendsto_atTop_mono (fun m : ℕ => (by omega : m ≤ 2 * m)) tendsto_id
    have h := (h0.comp h2).const_mul (4 * π ^ 2)
    rw [mul_zero] at h
    exact h
  have hz : Tendsto (fun m : ℕ => 2 * (1 / ((m : ℝ) + 1))) atTop (𝓝 0) := by
    have h := (tendsto_one_div_add_atTop_nhds_zero_nat (𝕜 := ℝ)).const_mul 2
    rwa [mul_zero] at h
  -- lower bound at even cutoffs, by comparison with a telescoping sequence
  have low (m : ℕ) : 1 / ((2 * (m : ℝ)) ^ 2 + 1) ≤ 4 * π ^ 2 * tail coulomb (2 * m) := by
    have anti : Antitone (fun m : ℕ =>
        4 * π ^ 2 * tail coulomb (2 * m) - 1 / ((2 * (m : ℝ)) ^ 2 + 1)) := by
      refine antitone_nat_of_succ_le fun m => ?_
      have key : 4 / (2 * (m : ℝ) + 1) ^ 3
          - (1 / ((2 * (m : ℝ)) ^ 2 + 1) - 1 / ((2 * ((m : ℝ) + 1)) ^ 2 + 1))
          = 16 / ((2 * (m : ℝ) + 1) ^ 3 * ((2 * (m : ℝ)) ^ 2 + 1)
            * ((2 * ((m : ℝ) + 1)) ^ 2 + 1)) := by
        field_simp
        ring
      have pos : 0 ≤ 16 / ((2 * (m : ℝ) + 1) ^ 3 * ((2 * (m : ℝ)) ^ 2 + 1)
            * ((2 * ((m : ℝ) + 1)) ^ 2 + 1)) := by positivity
      have := (tail_step m).2
      push_cast
      linarith
    have hL : Tendsto (fun m : ℕ => 1 / ((2 * (m : ℝ)) ^ 2 + 1)) atTop (𝓝 0) := by
      refine squeeze_zero (fun m => by positivity) (fun m => ?_) hz
      rw [mul_one_div, div_le_div_iff₀ (by positivity) (by positivity)]
      nlinarith [sq_nonneg ((m : ℝ) - 1), sq_nonneg (m : ℝ)]
    have lim := hT.sub hL
    rw [sub_zero] at lim
    exact sub_nonneg.1 (anti.le_of_tendsto lim m)
  -- upper bound at even cutoffs, in the same way
  have up (m : ℕ) : 4 * π ^ 2 * tail coulomb (2 * (m + 1)) ≤ 1 / (2 * ((m : ℝ) + 1)) ^ 2 := by
    have anti : Antitone (fun m : ℕ =>
        1 / (2 * ((m : ℝ) + 1)) ^ 2 - 4 * π ^ 2 * tail coulomb (2 * (m + 1))) := by
      refine antitone_nat_of_succ_le fun m => ?_
      have key (y : ℝ) (hy : 0 < y) :
          0 ≤ 1 / (2 * y) ^ 2 - 1 / (2 * (y + 1)) ^ 2 - 4 / (2 * y + 1) ^ 3 := by
        have e : 1 / (2 * y) ^ 2 - 1 / (2 * (y + 1)) ^ 2 - 4 / (2 * y + 1) ^ 3
            = 4 * (8 * y ^ 2 + 8 * y + 1)
              / ((2 * y + 1) ^ 3 * (2 * y) ^ 2 * (2 * (y + 1)) ^ 2) := by
          field_simp
          ring
        rw [e]
        positivity
      have h1 := key ((m : ℝ) + 1) (by positivity)
      have h2 := (tail_step (m + 1)).2
      push_cast at h2 ⊢
      linarith
    have hU : Tendsto (fun m : ℕ => 1 / (2 * ((m : ℝ) + 1)) ^ 2) atTop (𝓝 0) := by
      refine squeeze_zero (fun m => by positivity) (fun m => ?_) hz
      rw [mul_one_div, div_le_div_iff₀ (by positivity) (by positivity)]
      nlinarith [sq_nonneg (m : ℝ), (Nat.cast_nonneg m : (0 : ℝ) ≤ m)]
    have lim := hU.sub (hT.comp (tendsto_add_atTop_nat 1))
    rw [sub_zero] at lim
    exact sub_nonneg.1 (anti.le_of_tendsto lim m)
  obtain ⟨k, rfl | rfl⟩ := Nat.even_or_odd' R
  · obtain ⟨j, rfl⟩ : ∃ j, k = j + 1 := ⟨k - 1, by omega⟩
    have l := low (j + 1)
    have u := up j
    have hj : (0 : ℝ) ≤ j := Nat.cast_nonneg j
    push_cast at l u ⊢
    exact ⟨(one_div_le_one_div_of_le (by positivity) (by nlinarith)).trans l, u⟩
  · rw [(tail_step k).1]
    have l := low (k + 1)
    have u := up k
    have hk : (0 : ℝ) ≤ k := Nat.cast_nonneg k
    push_cast at l u ⊢
    exact ⟨(one_div_le_one_div_of_le (by positivity) (by nlinarith)).trans l,
      u.trans (one_div_le_one_div_of_le (by positivity) (by nlinarith))⟩
```

Multiply by $R^2$. Since $R^2/((R+1)^2+1)\ge1-2/R$, the product $R^2T(R)$ is squeezed between $(1-2/R)/(4\pi^2)$ and $1/(4\pi^2)$. In the statement, `Tendsto … atTop (𝓝 …)` is the limit as the integer cutoff $R$ grows.

```lean
/-- Bare exchange: `R ^ 2` times the Coulomb tail beyond `R` tends to `1 / (4 π ^ 2)`. -/
theorem coulomb_tail_limit :
    Tendsto (fun R : ℕ => (R : ℝ) ^ 2 * tail coulomb R) atTop (𝓝 (1 / (4 * π ^ 2))) := by
  have hlow : Tendsto (fun R : ℕ => (1 - 2 / (R : ℝ)) * (1 / (4 * π ^ 2))) atTop
      (𝓝 (1 / (4 * π ^ 2))) := by
    have h := ((tendsto_const_div_atTop_nhds_zero_nat (2 : ℝ)).const_sub 1).mul_const
      (1 / (4 * π ^ 2))
    rwa [sub_zero, one_mul] at h
  refine tendsto_of_tendsto_of_tendsto_of_le_of_le' hlow tendsto_const_nhds ?_ ?_
  · filter_upwards [eventually_ge_atTop 1] with R hR
    have hr : (0 : ℝ) < R := by exact_mod_cast hR
    have e : (R : ℝ) ^ 2 * (1 / (((R : ℝ) + 1) ^ 2 + 1)) - (1 - 2 / (R : ℝ))
        = (2 * R + 4) / (R * (((R : ℝ) + 1) ^ 2 + 1)) := by
      field_simp
      ring
    have pos : 0 ≤ (2 * (R : ℝ) + 4) / (R * (((R : ℝ) + 1) ^ 2 + 1)) := by positivity
    have h := mul_le_mul_of_nonneg_left (coulomb_tail_bounds hR).1 (sq_nonneg (R : ℝ))
    rw [mul_one_div, div_le_iff₀ (by positivity)]
    linarith
  · filter_upwards [eventually_ge_atTop 1] with R hR
    have hr : (R : ℝ) ^ 2 ≠ 0 := pow_ne_zero 2 (by exact_mod_cast (by omega : R ≠ 0))
    have h := mul_le_mul_of_nonneg_left (coulomb_tail_bounds hR).2 (sq_nonneg (R : ℝ))
    rw [mul_one_div_cancel hr] at h
    rw [le_div_iff₀ (by positivity)]
    linarith
```

## The screened tail

For $t\ge x\ge0$, $t^2\ge x^2+(t-x)^2$, because the difference is $2x(t-x)$. Therefore

$$\int_x^\infty e^{-t^2}dt\le e^{-x^2}\int_{-\infty}^{\infty}e^{-(t-x)^2}dt=\sqrt\pi\,e^{-x^2},$$

and $0\le\operatorname{erfc}x\le2e^{-x^2}$.

```lean
/-- For `x ≥ 0` the complementary error function lies between `0` and `2 exp (-x ^ 2)`. -/
theorem erfc_bounds {x : ℝ} (hx : 0 ≤ x) : 0 ≤ erfc x ∧ erfc x ≤ 2 * Real.exp (-x ^ 2) := by
  refine ⟨mul_nonneg (by positivity) (integral_nonneg fun t => (Real.exp_pos _).le), ?_⟩
  have g0 : Integrable (fun t : ℝ => Real.exp (-t ^ 2)) := by
    simpa only [neg_mul, one_mul] using integrable_exp_neg_mul_sq one_pos
  have g1 : Integrable (fun t : ℝ => Real.exp (-x ^ 2) * Real.exp (-(t - x) ^ 2)) :=
    (g0.comp_sub_right x).const_mul _
  have hI : ∫ t : ℝ, Real.exp (-(t - x) ^ 2) = √π := by
    have h := (integral_sub_right_eq_self (μ := volume)
      (fun t : ℝ => Real.exp (-1 * t ^ 2)) x).trans (integral_gaussian 1)
    simpa only [neg_mul, one_mul, div_one] using h
  -- beyond x, t² ≥ x² + (t - x)²
  have h : ∫ t in Set.Ioi x, Real.exp (-t ^ 2) ≤ Real.exp (-x ^ 2) * √π := by
    rw [← hI, ← integral_const_mul]
    refine (setIntegral_mono_on g0.integrableOn g1.integrableOn measurableSet_Ioi
      fun t ht => ?_).trans
      (setIntegral_le_integral g1 (Eventually.of_forall fun t => by positivity))
    have ht' : x < t := ht
    rw [← Real.exp_add]
    exact Real.exp_le_exp.2 (by nlinarith [mul_nonneg hx (sub_nonneg.2 ht'.le)])
  have hs : √π ≠ 0 := (Real.sqrt_pos.2 Real.pi_pos).ne'
  calc erfc x ≤ 2 / √π * (Real.exp (-x ^ 2) * √π) :=
        mul_le_mul_of_nonneg_left h (by positivity)
    _ = 2 * Real.exp (-x ^ 2) := by field_simp
```

Every neglected site has $d>R$, so for $w\ge0$ its screening factor is at most $2e^{-(wR)^2}$. Summing term by term gives $0\le S_w(R)\le2e^{-(wR)^2}T(R)$.

```lean
/-- For `w ≥ 0` the screened exchange series converges, and its tail beyond `R` is nonnegative
and at most `2 exp (-(w R) ^ 2)` times the Coulomb tail. -/
theorem screened_tail_bounds {w : ℝ} (hw : 0 ≤ w) :
    Summable (pairTerm (shortRange w)) ∧ ∀ R : ℕ, 0 ≤ tail (shortRange w) R ∧
      tail (shortRange w) R ≤ 2 * Real.exp (-(w * R) ^ 2) * tail coulomb R := by
  have term {R d : ℕ} (h : R ≤ d) : 0 ≤ pairTerm (shortRange w) d ∧
      pairTerm (shortRange w) d ≤ 2 * Real.exp (-(w * R) ^ 2) * pairTerm coulomb d := by
    have hE := erfc_bounds (mul_nonneg hw (Nat.cast_nonneg d))
    have hRd : w * (R : ℝ) ≤ w * d := mul_le_mul_of_nonneg_left (by exact_mod_cast h) hw
    have hsq := pow_le_pow_left₀ (mul_nonneg hw (Nat.cast_nonneg R)) hRd 2
    have hexp := Real.exp_le_exp.2 (neg_le_neg hsq)
    have hc : 0 ≤ pairTerm coulomb d := by
      unfold pairTerm coulomb
      positivity
    have e : pairTerm (shortRange w) d = erfc (w * d) * pairTerm coulomb d := by
      unfold pairTerm shortRange coulomb
      ring
    rw [e]
    exact ⟨mul_nonneg hE.1 hc, mul_le_mul_of_nonneg_right (by linarith [hE.2]) hc⟩
  have hs : Summable (pairTerm (shortRange w)) :=
    Summable.of_nonneg_of_le (fun d => (term (Nat.zero_le d)).1)
      (fun d => (term (Nat.zero_le d)).2) (summable_coulomb.mul_left _)
  refine ⟨hs, fun R => ⟨tsum_nonneg fun k => (term (Nat.zero_le _)).1, ?_⟩⟩
  unfold tail
  rw [← tsum_mul_left]
  exact Summable.tsum_le_tsum (fun k => (term (by omega)).2)
    ((summable_nat_add_iff (R + 1)).2 hs)
    (((summable_nat_add_iff (R + 1)).2 summable_coulomb).mul_left _)
```

Consequently $e^{(wR)^2}S_w(R)\le2T(R)\to0$.

```lean
/-- For `w ≥ 0`, even `exp ((w R) ^ 2)` times the screened tail beyond `R` tends to zero. -/
theorem screened_tail_gaussian {w : ℝ} (hw : 0 ≤ w) :
    Tendsto (fun R : ℕ => Real.exp ((w * R) ^ 2) * tail (shortRange w) R) atTop (𝓝 0) := by
  have h0 : Tendsto (tail coulomb) atTop (𝓝 0) :=
    (tendsto_sum_nat_add (pairTerm coulomb)).comp (tendsto_add_atTop_nat 1)
  have h2 := h0.const_mul 2
  rw [mul_zero] at h2
  have hb := (screened_tail_bounds hw).2
  refine squeeze_zero (fun R => mul_nonneg (Real.exp_pos _).le (hb R).1) (fun R => ?_) h2
  have e : Real.exp ((w * R) ^ 2) * Real.exp (-(w * R) ^ 2) = 1 := by
    rw [← Real.exp_add, add_neg_cancel, Real.exp_zero]
  have h := mul_le_mul_of_nonneg_left (hb R).2 (Real.exp_pos ((w * R) ^ 2)).le
  refine h.trans (le_of_eq ?_)
  linear_combination 2 * tail coulomb R * e
```

For $w>0$ and any real $c$, completing the square gives

$$\frac{c^2}{4w^2}+(wR)^2-cR=\left(wR-\frac c{2w}\right)^2\ge0.$$

So $e^{cR}S_w(R)$ is at most the constant $e^{c^2/(4w^2)}$ times a quantity that tends to 0.

The condition $w>0$ cannot be relaxed to $w\ge0$. At $w=0$, $\operatorname{erfc}0=1$ and $S_0=T$; by the lower bound on $T$, $e^{cR}T(R)$ then diverges for every $c>0$.

```lean
/-- Screened exchange: for `w > 0` and every real `c`, `exp (c R)` times the screened tail
beyond `R` tends to zero. -/
theorem screened_tail_limit {w : ℝ} (hw : 0 < w) (c : ℝ) :
    Tendsto (fun R : ℕ => Real.exp (c * R) * tail (shortRange w) R) atTop (𝓝 0) := by
  have h := (screened_tail_gaussian hw.le).const_mul (Real.exp (c ^ 2 / (4 * w ^ 2)))
  rw [mul_zero] at h
  have hb := (screened_tail_bounds hw.le).2
  refine squeeze_zero (fun R => mul_nonneg (Real.exp_pos _).le (hb R).1) (fun R => ?_) h
  -- complete the square in the exponent
  have e : c ^ 2 / (4 * w ^ 2) + (w * R) ^ 2 - c * R = (w * R - c / (2 * w)) ^ 2 := by
    field_simp
    ring
  rw [← mul_assoc, ← Real.exp_add]
  exact mul_le_mul_of_nonneg_right
    (Real.exp_le_exp.2 (by linarith [sq_nonneg (w * R - c / (2 * w))])) (hb R).1
```

## Where the slow tail goes

The interactions add up to $1/r$, so $L_w(R)=T(R)-S_w(R)$. From $1+u\le e^u$ with $u=(wR)^2$ we get $R^2\le e^{(wR)^2}/w^2$, hence $R^2S_w(R)\to0$. The long-range part therefore keeps the whole limit $1/(4\pi^2)$.

```lean
/-- For `w > 0`, `R ^ 2` times the long-range tail beyond `R` has the same limit
`1 / (4 π ^ 2)` as for the full Coulomb interaction. -/
theorem longRange_tail_limit {w : ℝ} (hw : 0 < w) :
    Tendsto (fun R : ℕ => (R : ℝ) ^ 2 * tail (longRange w) R) atTop
      (𝓝 (1 / (4 * π ^ 2))) := by
  obtain ⟨hs, hb⟩ := screened_tail_bounds hw.le
  have hS : Tendsto (fun R : ℕ => (R : ℝ) ^ 2 * tail (shortRange w) R) atTop (𝓝 0) := by
    have h := (screened_tail_gaussian hw.le).const_mul (1 / w ^ 2)
    rw [mul_zero] at h
    refine squeeze_zero (fun R => mul_nonneg (sq_nonneg _) (hb R).1) (fun R => ?_) h
    rw [← mul_assoc]
    refine mul_le_mul_of_nonneg_right ?_ (hb R).1
    rw [one_div_mul_eq_div, le_div_iff₀ (by positivity)]
    nlinarith [Real.add_one_le_exp ((w * (R : ℝ)) ^ 2)]
  have split (R : ℕ) : tail (longRange w) R = tail coulomb R - tail (shortRange w) R := by
    unfold tail
    rw [← Summable.tsum_sub ((summable_nat_add_iff (R + 1)).2 summable_coulomb)
      ((summable_nat_add_iff (R + 1)).2 hs)]
    refine tsum_congr fun k => ?_
    unfold pairTerm longRange shortRange coulomb
    ring
  have h := coulomb_tail_limit.sub hS
  rw [sub_zero] at h
  refine h.congr fun R => ?_
  rw [split]
  ring

end

end RangeSeparatedExchange
```

For this one-dimensional chain with a fixed, non-interacting density matrix, a hybrid functional that keeps only short-range exact exchange, with fixed $w>0$, can truncate its exchange sum far sooner than one with bare exchange once the tolerated error is small enough. The theorems do not address self-consistent changes of $P_d$, extended orbitals or higher dimensions.

```lean
#print axioms RangeSeparatedExchange.summable_coulomb
#print axioms RangeSeparatedExchange.screened_tail_limit
#print axioms RangeSeparatedExchange.longRange_tail_limit
```

```
'RangeSeparatedExchange.summable_coulomb' depends on axioms: [propext, Classical.choice, Quot.sound]
'RangeSeparatedExchange.screened_tail_limit' depends on axioms: [propext, Classical.choice, Quot.sound]
'RangeSeparatedExchange.longRange_tail_limit' depends on axioms: [propext, Classical.choice, Quot.sound]
```
